# In oscillator units, a number state has the same probability density in position and momentum

A particle sits in the $n$-th level of a one-dimensional harmonic well. Measure its position many times, preparing the same level afresh before each measurement, and the histogram approaches a probability density with $n$ zeros; measure its momentum instead and the histogram approaches a density in momentum. With length in units of $\sqrt{\hbar/m\omega}$ and momentum in units of $\sqrt{\hbar m\omega}$, the Hamiltonian, in units of $\hbar\omega$, is $(p^2+x^2)/2$ and treats the two variables alike. Does it follow that the two densities agree point by point? They do, because for every natural $n$ and real $k$

$$\int_{-\infty}^{\infty} H_n(x)\,e^{-x^2/2}e^{-ikx}\,dx=\sqrt{2\pi}\,(-i)^n H_n(k)\,e^{-k^2/2},$$

where $H_n$ is the physicists' Hermite polynomial.

## Polynomials, wavefunctions and amplitudes

```lean
import Mathlib

open Polynomial MeasureTheory
open Complex (I)
open scoped Real

namespace OscillatorFourier

noncomputable section
```

The file loads Mathlib and makes `I` and `π` available as the usual constants.

```lean
/-- The physicists' Hermite polynomials, built by `H₀ = 1` and `Hₙ₊₁ = 2x Hₙ - Hₙ'`. -/
def hermiteH : ℕ → ℝ[X]
  | 0 => 1
  | n + 1 => C 2 * X * hermiteH n - derivative (hermiteH n)
```

`ℝ[X]` is the type of real polynomials, and `C 2` is the constant polynomial 2. The definition reads $H_0=1$, $H_{n+1}=2xH_n-H_n'$, so $H_1=2x$.

```lean
/-- A polynomial times the oscillator Gaussian times a plane wave of wavenumber `-k`. -/
def packet (p : ℝ[X]) (k x : ℝ) : ℂ :=
  ((p.eval x : ℝ) : ℂ) * Complex.exp (-(x : ℂ) ^ 2 / 2) * Complex.exp (-I * k * x)
```

`packet p k x` is $p(x)e^{-x^2/2}e^{-ikx}$. The notation `p.eval x` means $p(x)$, and `(x : ℂ)` is the real number $x$ regarded as complex. Below, $F[p]$ denotes the integral of this function over $x$ at fixed $k$.

```lean
/-- The wavefunction of the `n`-th number state in oscillator units. -/
def numberState (n : ℕ) (x : ℝ) : ℝ :=
  (hermiteH n).eval x * Real.exp (-x ^ 2 / 2) / √(2 ^ n * (n.factorial : ℝ) * √π)
```

This is $\varphi_n(x)=H_n(x)e^{-x^2/2}/\sqrt{2^n n!\sqrt\pi}$, with the customary prefactor. The file takes this formula as the definition of a number state; it derives neither the normalisation nor the Schrödinger equation.

```lean
/-- The momentum-space amplitude of a wavefunction, with `ħ = 1`. -/
def momentumAmplitude (ψ : ℝ → ℂ) (k : ℝ) : ℂ :=
  ((√(2 * π) : ℝ) : ℂ)⁻¹ * ∫ x : ℝ, ψ x * Complex.exp (-I * k * x)
```

The momentum amplitude is $\tilde\psi(k)=(2\pi)^{-1/2}\int\psi(x)e^{-ikx}dx$. This fixes the sign of the exponent and the symmetric factor $1/\sqrt{2\pi}$.

```lean
/-- A superposition of the first `N` number states with coefficients `c`, after evolution
through the oscillator phase `θ = ωt`. -/
def evolved (c : ℕ → ℂ) (N : ℕ) (θ x : ℝ) : ℂ :=
  ∑ n ∈ Finset.range N, c n * Complex.exp (-I * (n + 1 / 2) * θ) * (numberState n x : ℂ)
```

Here $\psi_\theta(x)=\sum_{n<N}c_n e^{-i(n+1/2)\theta}\varphi_n(x)$, with arbitrary complex $c_n$ and $\theta=\omega t$. The phases express the energies $(n+\tfrac12)\hbar\omega$, which enter through this definition.

## Trading a factor $x$ for a derivative

```lean
/-- Differentiation lowers the Hermite index: `Hₙ₊₁' = 2(n+1) Hₙ`. -/
theorem derivative_hermiteH (n : ℕ) :
    derivative (hermiteH (n + 1)) = C (2 * ((n : ℝ) + 1)) * hermiteH n := by
  induction n with
  | zero => simp [hermiteH]
  | succ n ih =>
    have h : hermiteH (n + 1 + 1)
        = C 2 * X * hermiteH (n + 1) - derivative (hermiteH (n + 1)) := rfl
    have h1 : hermiteH (n + 1) = C 2 * X * hermiteH n - derivative (hermiteH n) := rfl
    have hc : (C (2 * (((n + 1 : ℕ) : ℝ) + 1)) : ℝ[X]) = C 2 + C (2 * ((n : ℝ) + 1)) := by
      rw [← C_add]
      exact congrArg C (by push_cast; ring)
    rw [h, derivative_sub, derivative_mul, derivative_C_mul, derivative_X, ih,
      derivative_C_mul, hc]
    linear_combination (-(C (2 * ((n : ℝ) + 1)) : ℝ[X])) * h1
```

The claim is $H_{n+1}'=2(n+1)H_n$. For $n=0$, both sides are 2. If it holds for $n$, differentiate $H_{n+2}=2xH_{n+1}-H_{n+1}'$ and insert the assumption:

$$H_{n+2}'=2H_{n+1}+2(n+1)\,(2xH_n-H_n')=2(n+2)H_{n+1}.$$

In Lean, `induction` sets up the two cases and `ih` is the assumption. The final `linear_combination` recognises the bracket as $H_{n+1}$, using the recursion stored in `h1`.

```lean
/-- A polynomial times a Gaussian times a plane wave is integrable over the line. -/
theorem integrable_packet (p : ℝ[X]) (k : ℝ) : Integrable (fun x => packet p k x) := by
  induction p using Polynomial.induction_on' with
  | add p q hp hq =>
    have e : (fun x => packet (p + q) k x) = fun x => packet p k x + packet q k x := by
      funext x
      simp only [packet, eval_add, Complex.ofReal_add]
      ring
    rw [e]
    exact hp.add hq
  | monomial n a =>
    have g : Integrable (fun x : ℝ => x ^ n * Real.exp (-(1 / 2) * x ^ 2)) := by
      have h := integrable_rpow_mul_exp_neg_mul_sq (b := 1 / 2) (by norm_num) (s := (n : ℝ))
        (by have := Nat.cast_nonneg (α := ℝ) n; linarith)
      simpa only [Real.rpow_natCast] using h
    have hc : Continuous (fun x : ℝ => packet (monomial n a) k x) := by
      simp only [packet, eval_monomial]
      fun_prop
    -- the plane wave has modulus one, so the Gaussian moment dominates
    refine (g.const_mul a).mono hc.aestronglyMeasurable
      (Filter.Eventually.of_forall fun x => le_of_eq ?_)
    have hx : Complex.exp (-(x : ℂ) ^ 2 / 2) = ((Real.exp (-(1 / 2) * x ^ 2) : ℝ) : ℂ) := by
      push_cast
      congr 1
      ring
    have hk : ‖Complex.exp (-I * k * x)‖ = 1 := by
      rw [Complex.norm_exp]
      simp
    simp only [packet, hx, norm_mul, hk, mul_one, Complex.norm_real, eval_monomial]
    ring
```

Every polynomial is a sum of monomials, and sums of integrable functions are integrable. For a single monomial, $|e^{-ikx}|=1$ gives

$$|a x^n e^{-x^2/2}e^{-ikx}|=|a x^n|\,e^{-x^2/2},$$

which is integrable. The proof follows this split, with `hk` recording the modulus of the plane wave.

```lean
/-- The plane-wave integral is linear in the polynomial prefactor. -/
theorem integral_packet_sub (a : ℝ) (p q : ℝ[X]) (k : ℝ) :
    ∫ x, packet (C a * p - q) k x = a * (∫ x, packet p k x) - ∫ x, packet q k x := by
  have e : ∀ x, packet (C a * p - q) k x = a * packet p k x - packet q k x := by
    intro x
    simp only [packet, eval_sub, eval_mul, eval_C, Complex.ofReal_sub, Complex.ofReal_mul]
    ring
  simp only [e]
  rw [integral_sub ((integrable_packet p k).const_mul _) (integrable_packet q k),
    integral_const_mul]
```

For real $a$, $F[ap-q]=aF[p]-F[q]$. The integrand is split pointwise, and integrability permits splitting the integral.

```lean
/-- Under the plane-wave integral with Gaussian weight, a factor `x` acts on the remaining
polynomial as `d/dx - ik`. -/
theorem integral_packet_X_mul (p : ℝ[X]) (k : ℝ) :
    ∫ x, packet (X * p) k x
      = (∫ x, packet (derivative p) k x) - I * k * ∫ x, packet p k x := by
  have hd : ∀ x, HasDerivAt (fun y => packet p k y)
      (packet (derivative p) k x - packet (X * p) k x - I * k * packet p k x) x := by
    intro x
    have h0 : HasDerivAt (fun y : ℝ => (y : ℂ)) 1 x := by
      simpa using (hasDerivAt_id x).ofReal_comp
    have h1 := (p.hasDerivAt x).ofReal_comp
    have h2 := ((h0.fun_pow 2).fun_neg.div_const 2).cexp
    have h3 := (h0.const_mul (-I * (k : ℂ))).cexp
    refine ((h1.fun_mul h2).fun_mul h3).congr_deriv ?_
    simp only [packet, eval_mul, eval_X, Complex.ofReal_mul, show (2 - 1 : ℕ) = 1 from rfl,
      pow_one]
    push_cast
    ring
  -- the boundary terms vanish, so the total derivative integrates to zero
  have i1 := integrable_packet (derivative p) k
  have i2 := integrable_packet (X * p) k
  have i3 := (integrable_packet p k).const_mul (I * (k : ℂ))
  have h := integral_eq_zero_of_hasDerivAt_of_integrable hd ((i1.sub i2).sub i3)
    (integrable_packet p k)
  have s1 := integral_sub (i1.sub i2) i3
  have s2 := integral_sub i1 i2
  simp only [Pi.sub_apply] at s1 s2
  rw [s1, s2, integral_const_mul] at h
  linear_combination -h
```

The product rule gives

$$\frac{d}{dx}\left(p\,e^{-x^2/2}e^{-ikx}\right)=(p'-xp-ikp)\,e^{-x^2/2}e^{-ikx}.$$

The function vanishes at both ends of the line, so the left side integrates to zero and

$$F[xp]=F[p']-ik\,F[p].$$

`hd` is the product rule. The Mathlib theorem used for `h` says that an integrable function with an integrable derivative has a derivative of total integral zero. The last line rearranges the terms.

## The Gaussian and the recurrence

```lean
/-- The plane-wave integral of the oscillator Gaussian is again a Gaussian. -/
theorem integral_packet_one (k : ℝ) :
    ∫ x, packet 1 k x = ((√(2 * π) : ℝ) : ℂ) * Complex.exp (-(k : ℂ) ^ 2 / 2) := by
  have h := integral_cexp_quadratic (b := -1 / 2) (by norm_num) (-I * (k : ℂ)) 0
  have e : ∀ x : ℝ, packet 1 k x
      = Complex.exp (-1 / 2 * (x : ℂ) ^ 2 + -I * (k : ℂ) * x + 0) := by
    intro x
    rw [packet, eval_one, Complex.ofReal_one, one_mul, ← Complex.exp_add]
    congr 1
    ring
  have he : (0 - (-I * (k : ℂ)) ^ 2 / (4 * (-1 / 2)) : ℂ) = -(k : ℂ) ^ 2 / 2 := by
    rw [mul_pow, neg_sq, Complex.I_sq]
    ring
  have hs : ((√(2 * π) : ℝ) : ℂ) = ((π : ℂ) / -(-1 / 2)) ^ (1 / 2 : ℂ) := by
    rw [Real.sqrt_eq_rpow, Complex.ofReal_cpow (by positivity)]
    push_cast
    congr 1
    ring
  simp only [e]
  rw [h, he, hs]
```

Complete the square:

$$-\tfrac12x^2-ikx=-\tfrac12(x+ik)^2-\tfrac12k^2.$$

Shifting the contour back to the real axis, which the Gaussian decay allows, leaves $\int e^{-x^2/2}dx=\sqrt{2\pi}$. Hence $F[1]=\sqrt{2\pi}\,e^{-k^2/2}$. Lean takes the general quadratic-exponential integral from Mathlib and matches its constants: `he` handles the exponent and `hs` the square root.

```lean
/-- The plane-wave integral of `Hₙ(x) exp(-x²/2)` is `√(2π) (-i)ⁿ Hₙ(k) exp(-k²/2)`. -/
theorem fourier_hermite (n : ℕ) (k : ℝ) :
    ∫ x : ℝ, (((hermiteH n).eval x : ℝ) : ℂ) * Complex.exp (-(x : ℂ) ^ 2 / 2)
        * Complex.exp (-I * k * x)
      = ((√(2 * π) : ℝ) : ℂ) * (-I) ^ n * (((hermiteH n).eval k : ℝ) : ℂ)
        * Complex.exp (-(k : ℂ) ^ 2 / 2) := by
  have z : ∫ x, packet 0 k x = 0 := by simp [packet]
  have step : ∀ m, ∫ x, packet (hermiteH (m + 1)) k x
      = (∫ x, packet (derivative (hermiteH m)) k x)
        - 2 * I * k * ∫ x, packet (hermiteH m) k x := by
    intro m
    have e : hermiteH (m + 1) = C 2 * (X * hermiteH m) - derivative (hermiteH m) := by
      rw [← mul_assoc]
      rfl
    rw [e, integral_packet_sub, integral_packet_X_mul]
    push_cast
    ring
  -- two consecutive levels are carried through the induction
  have key : ∀ m, (∫ x, packet (hermiteH m) k x = ((√(2 * π) : ℝ) : ℂ) * (-I) ^ m
        * (((hermiteH m).eval k : ℝ) : ℂ) * Complex.exp (-(k : ℂ) ^ 2 / 2)) ∧
      (∫ x, packet (hermiteH (m + 1)) k x = ((√(2 * π) : ℝ) : ℂ) * (-I) ^ (m + 1)
        * (((hermiteH (m + 1)).eval k : ℝ) : ℂ) * Complex.exp (-(k : ℂ) ^ 2 / 2)) := by
    intro m
    induction m with
    | zero =>
      have e0 : hermiteH 0 = 1 := rfl
      have e1 : (hermiteH (0 + 1)).eval k = 2 * k := by simp [hermiteH]
      constructor
      · rw [e0, integral_packet_one]
        simp
      · rw [step 0, e0, derivative_one, z, integral_packet_one, e1]
        push_cast
        ring
    | succ m ih =>
      obtain ⟨h0, h1⟩ := ih
      refine ⟨h1, ?_⟩
      have hs := integral_packet_sub (2 * ((m : ℝ) + 1)) (hermiteH m) 0 k
      rw [sub_zero, z, sub_zero] at hs
      have er : (hermiteH (m + 1 + 1)).eval k
          = 2 * k * (hermiteH (m + 1)).eval k - 2 * ((m : ℝ) + 1) * (hermiteH m).eval k := by
        rw [show hermiteH (m + 1 + 1) = C 2 * X * hermiteH (m + 1)
          - derivative (hermiteH (m + 1)) from rfl, derivative_hermiteH]
        simp only [eval_sub, eval_mul, eval_C, eval_X]
      rw [step (m + 1), derivative_hermiteH, hs, h0, h1, er]
      push_cast
      linear_combination (2 * ((m : ℂ) + 1) * (((hermiteH m).eval k : ℝ) : ℂ)
        * ((√(2 * π) : ℝ) : ℂ) * (-I) ^ m * Complex.exp (-(k : ℂ) ^ 2 / 2)) * Complex.I_sq
  exact (key n).1
```

The statement is the integral formula displayed at the start. Its proof applies the two rules for $F$ to the definition of $H_{m+1}$:

$$F[H_{m+1}]=2F[xH_m]-F[H_m']=F[H_m']-2ik\,F[H_m].$$

This is `step`. Replacing $m$ by $m+1$ and lowering the index of the derivative gives

$$F[H_{m+2}]=2(m+1)F[H_m]-2ik\,F[H_{m+1}].$$

Now let $G_m=\sqrt{2\pi}(-i)^mH_m(k)e^{-k^2/2}$ be the proposed answer. Since $H_{m+2}(k)=2kH_{m+1}(k)-2(m+1)H_m(k)$ and $(-i)^2=-1$,

$$G_{m+2}=2(m+1)G_m-2ik\,G_{m+1}.$$

The recurrences coincide. The starting values do too: $F[H_0]=G_0$ is the Gaussian integral, and $F[H_1]=-2ik\,F[H_0]=G_1$. Because the recurrence looks back two levels, `key` proves the formula for $m$ and $m+1$ together.

## What the two measurements see

```lean
/-- The momentum amplitude of number state `n` is `(-i)ⁿ` times its position wavefunction
evaluated at `k`. -/
theorem momentumAmplitude_numberState (n : ℕ) (k : ℝ) :
    momentumAmplitude (fun x => (numberState n x : ℂ)) k = (-I) ^ n * (numberState n k : ℂ) := by
  have e : ∀ x : ℝ, (numberState n x : ℂ) * Complex.exp (-I * k * x)
      = ((√(2 ^ n * (n.factorial : ℝ) * √π) : ℝ) : ℂ)⁻¹
        * ((((hermiteH n).eval x : ℝ) : ℂ) * Complex.exp (-(x : ℂ) ^ 2 / 2)
        * Complex.exp (-I * k * x)) := by
    intro x
    simp only [numberState, Complex.ofReal_div, Complex.ofReal_mul, Complex.ofReal_exp,
      Complex.ofReal_neg, Complex.ofReal_pow, Complex.ofReal_ofNat]
    ring
  have hS : ((√(2 * π) : ℝ) : ℂ)⁻¹ * ((√(2 * π) : ℝ) : ℂ) = 1 :=
    inv_mul_cancel₀ (Complex.ofReal_ne_zero.mpr (by positivity))
  simp only [momentumAmplitude, e]
  rw [integral_const_mul, fourier_hermite]
  simp only [numberState, Complex.ofReal_div, Complex.ofReal_mul, Complex.ofReal_exp,
    Complex.ofReal_neg, Complex.ofReal_pow, Complex.ofReal_ofNat]
  linear_combination ((-I) ^ n * (((hermiteH n).eval k : ℝ) : ℂ)
    * Complex.exp (-(k : ℂ) ^ 2 / 2)
    * ((√(2 ^ n * (n.factorial : ℝ) * √π) : ℝ) : ℂ)⁻¹) * hS
```

Divide the integral formula by $\sqrt{2\pi}$ and by the prefactor's denominator $\sqrt{2^n n!\sqrt\pi}$:

$$\tilde\varphi_n(k)=(-i)^n\varphi_n(k).$$

In the proof, `e` pulls the prefactor out of the integrand, and `hS` cancels $\sqrt{2\pi}$.

```lean
/-- A number state has the same probability density in momentum space as in position space. -/
theorem momentum_density_numberState (n : ℕ) (k : ℝ) :
    ‖momentumAmplitude (fun x => (numberState n x : ℂ)) k‖ ^ 2 = numberState n k ^ 2 := by
  rw [momentumAmplitude_numberState, norm_mul, norm_pow, norm_neg, Complex.norm_I, one_pow,
    one_mul, Complex.norm_real, Real.norm_eq_abs, sq_abs]
```

Since $|(-i)^n|=1$, taking squared moduli gives $|\tilde\varphi_n(k)|^2=\varphi_n(k)^2$ at every $k$.

The restriction to a single number state matters. Take $\psi=(\varphi_0+\varphi_1)/\sqrt2$. Its momentum amplitude is $(\varphi_0-i\varphi_1)/\sqrt2$, so the densities at the same argument $k$ are

$$|\psi(k)|^2=\tfrac12(\varphi_0+\varphi_1)^2,\qquad |\tilde\psi(k)|^2=\tfrac12(\varphi_0^2+\varphi_1^2).$$

They differ by $\varphi_0(k)\varphi_1(k)$, which is nonzero whenever $k\neq0$.

```lean
/-- The momentum amplitude of a finite superposition equals, up to the phase `exp(iπ/4)`, its
position wavefunction a quarter period later. -/
theorem momentumAmplitude_evolved (c : ℕ → ℂ) (N : ℕ) (θ k : ℝ) :
    momentumAmplitude (evolved c N θ) k
      = Complex.exp (I * π / 4) * evolved c N (θ + π / 2) k := by
  have hint : ∀ n ∈ Finset.range N, Integrable (fun x : ℝ =>
      c n * Complex.exp (-I * (n + 1 / 2) * θ)
        * ((numberState n x : ℂ) * Complex.exp (-I * k * x))) := by
    intro n _
    refine Integrable.const_mul ?_ _
    refine ((integrable_packet (hermiteH n) k).const_mul
      ((√(2 ^ n * (n.factorial : ℝ) * √π) : ℝ) : ℂ)⁻¹).congr
      (Filter.Eventually.of_forall fun x => ?_)
    simp only [packet, numberState, Complex.ofReal_div, Complex.ofReal_mul, Complex.ofReal_exp,
      Complex.ofReal_neg, Complex.ofReal_pow, Complex.ofReal_ofNat]
    ring
  have e : ∀ x : ℝ, evolved c N θ x * Complex.exp (-I * k * x)
      = ∑ n ∈ Finset.range N, c n * Complex.exp (-I * (n + 1 / 2) * θ)
        * ((numberState n x : ℂ) * Complex.exp (-I * k * x)) := by
    intro x
    rw [evolved, Finset.sum_mul]
    exact Finset.sum_congr rfl fun n _ => by ring
  simp only [momentumAmplitude, e]
  rw [MeasureTheory.integral_finsetSum _ hint, Finset.mul_sum, evolved, Finset.mul_sum]
  refine Finset.sum_congr rfl fun n _ => ?_
  rw [integral_const_mul]
  have h := momentumAmplitude_numberState n k
  simp only [momentumAmplitude] at h
  -- (-i)ⁿ is the phase gained by level n in a quarter period, apart from the common exp(-iπ/4)
  have hI : (-I) ^ n = Complex.exp (n * (-π / 2 * I)) := by
    rw [Complex.exp_nat_mul, Complex.exp_neg_pi_div_two_mul_I]
  have hp : Complex.exp (-I * (n + 1 / 2) * θ) * (-I) ^ n
      = Complex.exp (I * π / 4) * Complex.exp (-I * (n + 1 / 2) * ((θ + π / 2 : ℝ) : ℂ)) := by
    rw [hI, ← Complex.exp_add, ← Complex.exp_add]
    congr 1
    push_cast
    ring
  linear_combination (c n * Complex.exp (-I * (n + 1 / 2) * θ)) * h
    + (c n * (numberState n k : ℂ)) * hp

end

end OscillatorFourier
```

For a superposition, agreement returns after a wait:

$$\tilde\psi_\theta(k)=e^{i\pi/4}\,\psi_{\theta+\pi/2}(k).$$

By linearity, level $n$ contributes $c_ne^{-i(n+1/2)\theta}(-i)^n\varphi_n(k)$ to the left side. Write $(-i)^n=e^{-in\pi/2}$, so that

$$e^{-i(n+1/2)\theta}(-i)^n=e^{i\pi/4}\,e^{-i(n+1/2)(\theta+\pi/2)}.$$

The factor $e^{i\pi/4}$ is the same for every level and comes out of the sum. In Lean, `hint` supplies the integrability needed to exchange sum and integral, `hp` is the phase identity, and the closing `linear_combination` joins it to the single-level result `h`.

For one particle in an ideal harmonic trap, prepared in a finite superposition of levels, a position measurement made a quarter period later therefore samples the momentum distribution of the present moment, in oscillator units. The theorem covers any finite $N$, but not infinite sums, such as the coherent states other than the ground state, nor anharmonic wells.

```lean
#print axioms OscillatorFourier.momentum_density_numberState
-- 'OscillatorFourier.momentum_density_numberState' depends on axioms: [propext, Classical.choice, Quot.sound]
#print axioms OscillatorFourier.momentumAmplitude_evolved
-- 'OscillatorFourier.momentumAmplitude_evolved' depends on axioms: [propext, Classical.choice, Quot.sound]
```
